# The transition dipole between orbitals of two SCF solutions shifts with the origin by at most $|a|\,\|F_1-F_2\|/|e_1-e_2|$

Suppose that a ground state and an excited state of a molecule have been converged in separate SCF runs, and that the transition dipole between an orbital $u$ of the first and an orbital $w$ of the second is wanted. If the coordinate origin is moved, the number can change, although the molecule is the same. Orbitals of one Fock operator with different energies are orthogonal, which prevents this. Orbitals of two different Fock operators $F_1$ and $F_2$ need not be.

The size of the effect can be bounded. Let $F_1u=e_1u$ and $F_2w=e_2w$ with unit vectors $u,w$, real $e_1\neq e_2$, both operators bounded and $F_1$ symmetric. Moving the origin by $a$ then changes the transition dipole by at most $|a|\,\|F_1-F_2\|/|e_1-e_2|$, and the dipole is the same for every origin exactly when $\langle u,w\rangle=0$. For excited-state SCF calculations in a finite basis, this gives an upper bound on the origin error of a single orbital matrix element, not of a full many-electron transition moment.

## Orbitals, dipole and origin

```lean
import Mathlib

open scoped InnerProductSpace

namespace SCFTransitionDipole

noncomputable section

variable {𝕜 E : Type*} [RCLike 𝕜] [NormedAddCommGroup E] [InnerProductSpace 𝕜 E]
```

The letter `𝕜` stands for the real or the complex numbers, and `E` is the orbital space, any inner product space over `𝕜`. Its dimension may be finite or infinite. The inner product $\langle u,w\rangle$ is written `inner 𝕜 u w`; it is linear in the second slot and conjugate-linear in the first.

```lean
/-- The transition dipole `⟨u, X w⟩` between the orbitals `u` and `w`. -/
def transitionDipole (X : E →ₗ[𝕜] E) (u w : E) : 𝕜 := inner 𝕜 u (X w)
```

This is $\langle u,Xw\rangle$. The type `E →ₗ[𝕜] E` says that $X$ is a linear operator on the orbital space. It has to be defined on the whole space. In a finite orthonormal basis it may be the matrix of one Cartesian component of the position. The position operator on all square-integrable functions is not covered, because it takes some of them out of the space. The electron's charge is left out.

```lean
/-- The dipole operator `X - a` seen from an origin moved by the real distance `a`. -/
def shiftOrigin (X : E →ₗ[𝕜] E) (a : ℝ) : E →ₗ[𝕜] E := X - (a : 𝕜) • LinearMap.id
```

Seen from an origin moved by the real distance $a$, the operator is $X-a\cdot 1$. The notation `(a : 𝕜)` reads the real number $a$ as an element of `𝕜`, and `LinearMap.id` is the identity operator.

```lean
/-- The transition dipole minus the overlap times the mean of the dipoles of the two orbitals. -/
def centredDipole (X : E →ₗ[𝕜] E) (u w : E) : 𝕜 :=
  transitionDipole X u w
    - (transitionDipole X u u + transitionDipole X w w) / 2 * inner 𝕜 u w
```

With the mean orbital dipole
$$m=\tfrac12\big(\langle u,Xu\rangle+\langle w,Xw\rangle\big),$$
the centred transition dipole is $\langle u,Xw\rangle-m\,\langle u,w\rangle$. For normalised orbitals it will turn out not to depend on the origin.

## The origin enters through the overlap

```lean
/-- Moving the origin by `a` lowers the transition dipole by `a` times the overlap. -/
theorem transitionDipole_shift (X : E →ₗ[𝕜] E) (a : ℝ) (u w : E) :
    transitionDipole (shiftOrigin X a) u w
      = transitionDipole X u w - (a : 𝕜) * inner 𝕜 u w := by
  simp only [transitionDipole, shiftOrigin, LinearMap.sub_apply, LinearMap.smul_apply,
    LinearMap.id_apply, inner_sub_right, inner_smul_right]
```

The names before the colon are the data, and the equation after it is the claim. By hand it is one line of linearity:
$$\langle u,(X-a)w\rangle=\langle u,Xw\rangle-a\,\langle u,w\rangle .$$
The `simp only` call unfolds the two definitions and applies linearity in the second slot.

```lean
/-- The size of the change of the transition dipole is `|a|` times the size of the overlap. -/
theorem norm_dipole_change (X : E →ₗ[𝕜] E) (a : ℝ) (u w : E) :
    ‖transitionDipole (shiftOrigin X a) u w - transitionDipole X u w‖
      = |a| * ‖(inner 𝕜 u w : 𝕜)‖ := by
  rw [transitionDipole_shift, sub_sub_cancel_left, norm_neg, norm_mul, RCLike.norm_ofReal]
```

Subtracting the old dipole leaves $-a\langle u,w\rangle$, whose absolute value is $|a|\,|\langle u,w\rangle|$. The double bars in Lean are the absolute value when they surround a number. Everything now depends on how large the overlap can be.

## The Fock difference bounds the overlap

```lean
/-- For unit eigenvectors `u` of a symmetric `F₁` and `w` of `F₂`, with real eigenvalues, the
overlap times the level distance is at most the norm of the difference of the Fock operators. -/
theorem gap_mul_overlap_le {F₁ F₂ : E →L[𝕜] E} {e₁ e₂ : ℝ} {u w : E}
    (hF : (F₁ : E →ₗ[𝕜] E).IsSymmetric) (hu : F₁ u = (e₁ : 𝕜) • u)
    (hw : F₂ w = (e₂ : 𝕜) • w) (hu1 : ‖u‖ = 1) (hw1 : ‖w‖ = 1) :
    |e₁ - e₂| * ‖(inner 𝕜 u w : 𝕜)‖ ≤ ‖F₁ - F₂‖ := by
  -- let `F₁` act to the left and `F₂` to the right
  have h : ((e₁ : 𝕜) - (e₂ : 𝕜)) * inner 𝕜 u w = inner 𝕜 u ((F₁ - F₂) w) := by
    have hs : inner 𝕜 (F₁ u) w = inner 𝕜 u (F₁ w) := hF u w
    rw [hu, inner_smul_left, RCLike.conj_ofReal] at hs
    rw [sub_apply, inner_sub_right, hw, inner_smul_right, ← hs]
    ring
  calc |e₁ - e₂| * ‖(inner 𝕜 u w : 𝕜)‖
      = ‖((e₁ : 𝕜) - (e₂ : 𝕜)) * inner 𝕜 u w‖ := by
        rw [norm_mul, ← RCLike.ofReal_sub, RCLike.norm_ofReal]
    _ = ‖(inner 𝕜 u ((F₁ - F₂) w) : 𝕜)‖ := by rw [h]
    _ ≤ ‖u‖ * ‖(F₁ - F₂) w‖ := norm_inner_le_norm _ _
    _ ≤ ‖F₁ - F₂‖ := by
        have := (F₁ - F₂).le_opNorm w
        rw [hw1, mul_one] at this
        rwa [hu1, one_mul]
```

The type `E →L[𝕜] E` denotes continuous, that is bounded, linear operators, and `‖F₁ - F₂‖` is the operator norm, the smallest number that no stretching factor of the difference exceeds. In a finite orthonormal basis every matrix is bounded. The Fock operator on all square-integrable functions is not covered, because it contains the kinetic energy and is unbounded. With a non-orthogonal atomic basis, the theorem does not apply directly to the Fock matrices and the ordinary dot product, but if both runs use the same atomic basis, at the same geometry, their matrices can first be transformed to one common orthonormal basis.

The hypotheses are named: `hF` is the symmetry of $F_1$, `hu` and `hw` are the eigenvalue equations, and `hu1` and `hw1` are the normalisations. Self-consistency itself is not used, so $F_1$ and $F_2$ may be any two operators that satisfy these conditions.

The argument lets $F_1$ act to the left and $F_2$ to the right. Since $F_1$ is symmetric and $e_1$ is real,
$$\langle u,F_1w\rangle=\langle F_1u,w\rangle=e_1\langle u,w\rangle,\qquad \langle u,F_2w\rangle=e_2\langle u,w\rangle .$$
The difference of the two equations is
$$(e_1-e_2)\langle u,w\rangle=\langle u,(F_1-F_2)w\rangle ,$$
and the Cauchy-Schwarz inequality with $\|u\|=\|w\|=1$ gives
$$|e_1-e_2|\,|\langle u,w\rangle|\le\|u\|\,\|(F_1-F_2)w\|\le\|F_1-F_2\| .$$

In the code, `hs` is the symmetry step and `h` is the equation for the difference. The `calc` block is the chain of inequalities: `norm_inner_le_norm` is Cauchy-Schwarz, and `le_opNorm` is the defining property of the operator norm.

Symmetry matters here. Take both operators equal to
$$F=\begin{pmatrix}0&1\\0&1\end{pmatrix},\qquad u=(1,0),\qquad w=\tfrac{1}{\sqrt2}(1,1),$$
with eigenvalues $0$ and $1$. The difference of the operators is zero, but the overlap is $1/\sqrt2$. The bound can therefore fail when neither operator is symmetric.

```lean
/-- For unit eigenvectors of a symmetric `F₁` and of `F₂` with different real eigenvalues, an
origin shift `a` changes the transition dipole by at most `|a| ‖F₁ - F₂‖ / |e₁ - e₂|`, and the
transition dipole is the same for all origins exactly when the orbitals are orthogonal. -/
theorem origin_dependence {F₁ F₂ : E →L[𝕜] E} {e₁ e₂ : ℝ} {u w : E}
    (hF : (F₁ : E →ₗ[𝕜] E).IsSymmetric) (hu : F₁ u = (e₁ : 𝕜) • u)
    (hw : F₂ w = (e₂ : 𝕜) • w) (hu1 : ‖u‖ = 1) (hw1 : ‖w‖ = 1) (he : e₁ ≠ e₂)
    (X : E →ₗ[𝕜] E) :
    (∀ a : ℝ, ‖transitionDipole (shiftOrigin X a) u w - transitionDipole X u w‖
      ≤ |a| * ‖F₁ - F₂‖ / |e₁ - e₂|) ∧
    ((∀ a : ℝ, transitionDipole (shiftOrigin X a) u w = transitionDipole X u w)
      ↔ inner 𝕜 u w = 0) := by
  refine ⟨fun a => ?_, fun h => ?_, fun h a => ?_⟩
  · rw [norm_dipole_change, le_div_iff₀ (abs_pos.mpr (sub_ne_zero.mpr he))]
    have := mul_le_mul_of_nonneg_left (gap_mul_overlap_le hF hu hw hu1 hw1) (abs_nonneg a)
    linarith
  · -- a shift by one unit of length already reveals the overlap
    have h1 := h 1
    rw [transitionDipole_shift, RCLike.ofReal_one, one_mul] at h1
    exact sub_eq_self.mp h1
  · rw [transitionDipole_shift, h, mul_zero, sub_zero]
```

This is the main theorem. The sign `∧` joins its two halves, `∀ a : ℝ` means "for every real $a$", and `↔` means "exactly when". The new hypothesis `he` says that $e_1\neq e_2$.

For the first half, divide the overlap bound by $|e_1-e_2|>0$ and multiply by $|a|$:
$$|a|\,|\langle u,w\rangle|\le\frac{|a|\,\|F_1-F_2\|}{|e_1-e_2|} .$$
The left side is the change of the dipole. As the overlap of unit vectors is never larger than $1$ in absolute value, the estimate says something new only when the Fock difference is smaller than the level distance.

For the second half, suppose first that the dipole is the same for all origins. The shift $a=1$ then gives $\langle u,w\rangle=0$. Conversely, if the overlap vanishes, so does $a\langle u,w\rangle$ for every $a$. This half uses nothing about the Fock operators.

The `refine` line splits the proof into three goals: the bound and the two directions of the equivalence. In the first goal, `le_div_iff₀` moves the positive denominator to the other side. In the second, `h 1` inserts the shift $a=1$.

## A transition dipole that does not see the origin

```lean
/-- For unit vectors the centred transition dipole does not depend on the origin. -/
theorem centredDipole_shift (X : E →ₗ[𝕜] E) (a : ℝ) {u w : E}
    (hu1 : ‖u‖ = 1) (hw1 : ‖w‖ = 1) :
    centredDipole (shiftOrigin X a) u w = centredDipole X u w := by
  have hu : inner 𝕜 u u = (1 : 𝕜) := by rw [inner_self_eq_norm_sq_to_K, hu1]; simp
  have hw : inner 𝕜 w w = (1 : 𝕜) := by rw [inner_self_eq_norm_sq_to_K, hw1]; simp
  simp only [centredDipole, transitionDipole_shift, hu, hw]
  ring
```

Under a shift, the transition dipole falls by $a\langle u,w\rangle$. Each orbital dipole falls by $a$, because the orbitals are normalised, and so the mean $m$ falls by $a$ too. Hence
$$\langle u,Xw\rangle-a\langle u,w\rangle-(m-a)\langle u,w\rangle=\langle u,Xw\rangle-m\langle u,w\rangle .$$
The lines `hu` and `hw` supply $\langle u,u\rangle=\langle w,w\rangle=1$, and `ring` does the cancellation. No Fock operator appears in this statement.

When $X$ is symmetric, $m$ is real, and the centred value is simply the ordinary transition dipole with the origin placed at $m$.

```lean
/-- For unit eigenvectors of a symmetric `F₁` and of `F₂` with different real eigenvalues,
centring changes the transition dipole by at most the size of the mean orbital dipole times
`‖F₁ - F₂‖ / |e₁ - e₂|`. -/
theorem centring_correction_le {F₁ F₂ : E →L[𝕜] E} {e₁ e₂ : ℝ} {u w : E}
    (hF : (F₁ : E →ₗ[𝕜] E).IsSymmetric) (hu : F₁ u = (e₁ : 𝕜) • u)
    (hw : F₂ w = (e₂ : 𝕜) • w) (hu1 : ‖u‖ = 1) (hw1 : ‖w‖ = 1) (he : e₁ ≠ e₂)
    (X : E →ₗ[𝕜] E) :
    ‖centredDipole X u w - transitionDipole X u w‖
      ≤ ‖(transitionDipole X u u + transitionDipole X w w) / 2‖
        * (‖F₁ - F₂‖ / |e₁ - e₂|) := by
  rw [centredDipole, sub_sub_cancel_left, norm_neg, norm_mul]
  refine mul_le_mul_of_nonneg_left ?_ (norm_nonneg _)
  rw [le_div_iff₀ (abs_pos.mpr (sub_ne_zero.mpr he)), mul_comm]
  exact gap_mul_overlap_le hF hu hw hu1 hw1
```

Centring changes the raw value by $-m\langle u,w\rangle$. The overlap bound therefore gives
$$|m\,\langle u,w\rangle|\le|m|\,\frac{\|F_1-F_2\|}{|e_1-e_2|} .$$
The mean $m$ is taken with respect to the origin in use, so the correction can be large when the molecule lies far from that origin. The proof removes the common factor $|m|$ with `mul_le_mul_of_nonneg_left` and then calls `gap_mul_overlap_le`.

## Plane operators that attain the bound

```lean
/-- The operator on the real plane with the symmetric matrix `(p, q; q, r)`. -/
def planeOp (p q r : ℝ) : EuclideanSpace ℝ (Fin 2) →L[ℝ] EuclideanSpace ℝ (Fin 2) :=
  LinearMap.toContinuousLinearMap
    { toFun := fun x => !₂[p * x 0 + q * x 1, q * x 0 + r * x 1]
      map_add' := fun x y => by ext i; fin_cases i <;> simp <;> ring
      map_smul' := fun t x => by ext i; fin_cases i <;> simp <;> ring }
```

To see whether the estimate could be improved, it is enough to look at two-dimensional examples. The type `EuclideanSpace ℝ (Fin 2)` is the real plane, with components numbered $x_0$ and $x_1$, and `planeOp p q r` is multiplication by
$$\begin{pmatrix}p&q\\q&r\end{pmatrix}.$$
The two proof lines inside the definition check that the map is linear.

```lean
/-- Every `planeOp` is symmetric. -/
theorem planeOp_symmetric (p q r : ℝ) :
    (planeOp p q r : EuclideanSpace ℝ (Fin 2) →ₗ[ℝ] _).IsSymmetric := by
  intro x y
  change inner ℝ (!₂[p * x 0 + q * x 1, q * x 0 + r * x 1] : EuclideanSpace ℝ (Fin 2)) y
    = inner ℝ x (!₂[p * y 0 + q * y 1, q * y 0 + r * y 1] : EuclideanSpace ℝ (Fin 2))
  simp [PiLp.inner_apply, Fin.sum_univ_two]
  ring
```

A real matrix with equal off-diagonal entries is symmetric as an operator. The proof writes out both inner products as sums of two terms and compares them with `ring`.

```lean
/-- The bound is attained at every overlap `c`: for `c² + s² = 1` and `e₁ ≠ e₂`, these two
plane Fock operators have the unit eigenvectors `(1, 0)` and `(c, s)` with eigenvalues `e₁` and
`e₂`, and the change of the transition dipole equals `|a| ‖F₁ - F₂‖ / |e₁ - e₂|`. -/
theorem origin_dependence_sharp_witness {e₁ e₂ c s : ℝ} (he : e₁ ≠ e₂)
    (hcs : c ^ 2 + s ^ 2 = 1) (a : ℝ)
    (X : EuclideanSpace ℝ (Fin 2) →ₗ[ℝ] EuclideanSpace ℝ (Fin 2)) :
    let F₁ := planeOp e₁ 0 e₂
    let F₂ := planeOp (e₁ - (e₁ - e₂) * c * c) (-((e₁ - e₂) * c * s)) (e₂ + (e₁ - e₂) * c * c)
    let u : EuclideanSpace ℝ (Fin 2) := !₂[1, 0]
    let w : EuclideanSpace ℝ (Fin 2) := !₂[c, s]
    F₁ u = e₁ • u ∧ F₂ w = e₂ • w ∧ ‖u‖ = 1 ∧ ‖w‖ = 1 ∧ inner ℝ u w = c ∧
      ‖transitionDipole (shiftOrigin X a) u w - transitionDipole X u w‖
        = |a| * ‖F₁ - F₂‖ / |e₁ - e₂| := by
  intro F₁ F₂ u w
  have nsq (x : EuclideanSpace ℝ (Fin 2)) : ‖x‖ ^ 2 = x 0 ^ 2 + x 1 ^ 2 := by
    simp [EuclideanSpace.norm_sq_eq, Fin.sum_univ_two]
  have hu : F₁ u = e₁ • u := by
    change !₂[e₁ * 1 + 0 * 0, 0 * 1 + e₂ * 0] = e₁ • u
    ext i; fin_cases i <;> simp [u]
  have hw : F₂ w = e₂ • w := by
    change !₂[(e₁ - (e₁ - e₂) * c * c) * c + -((e₁ - e₂) * c * s) * s,
      -((e₁ - e₂) * c * s) * c + (e₂ + (e₁ - e₂) * c * c) * s] = e₂ • w
    ext i; fin_cases i
    · change (e₁ - (e₁ - e₂) * c * c) * c + -((e₁ - e₂) * c * s) * s = e₂ * c
      linear_combination (-(e₁ - e₂) * c) * hcs
    · change -((e₁ - e₂) * c * s) * c + (e₂ + (e₁ - e₂) * c * c) * s = e₂ * s
      ring
  have hu1 : ‖u‖ = 1 := by
    have h : ‖u‖ ^ 2 = 1 := by rw [nsq]; simp [u]
    nlinarith [norm_nonneg u]
  have hw1 : ‖w‖ = 1 := by
    have h : ‖w‖ ^ 2 = 1 := by rw [nsq]; exact hcs
    nlinarith [norm_nonneg w]
  have hin : inner ℝ u w = c := by simp [u, w, PiLp.inner_apply, Fin.sum_univ_two]
  refine ⟨hu, hw, hu1, hw1, hin, le_antisymm
    ((origin_dependence (planeOp_symmetric _ _ _) hu hw hu1 hw1 he X).1 a) ?_⟩
  -- the difference of the Fock operators is a multiple of a reflection
  have hD : ‖F₁ - F₂‖ ≤ |(e₁ - e₂) * c| := by
    refine ContinuousLinearMap.opNorm_le_bound _ (abs_nonneg _) fun x => ?_
    refine (sq_le_sq₀ (norm_nonneg _) (by positivity)).1 (le_of_eq ?_)
    rw [mul_pow, sq_abs, nsq, nsq]
    change (e₁ * x 0 + 0 * x 1 - ((e₁ - (e₁ - e₂) * c * c) * x 0
        + -((e₁ - e₂) * c * s) * x 1)) ^ 2
      + (0 * x 0 + e₂ * x 1 - (-((e₁ - e₂) * c * s) * x 0
        + (e₂ + (e₁ - e₂) * c * c) * x 1)) ^ 2
      = ((e₁ - e₂) * c) ^ 2 * (x 0 ^ 2 + x 1 ^ 2)
    linear_combination (((e₁ - e₂) * c) ^ 2 * (x 0 ^ 2 + x 1 ^ 2)) * hcs
  rw [norm_dipole_change, hin, Real.norm_eq_abs,
    div_le_iff₀ (abs_pos.mpr (sub_ne_zero.mpr he))]
  rw [abs_mul] at hD
  have := mul_le_mul_of_nonneg_left hD (abs_nonneg a)
  linarith

end

end SCFTransitionDipole
```

Choose any $c,s$ with $c^2+s^2=1$ and write $\Delta=e_1-e_2$. The orbitals are $u=(1,0)$ and $w=(c,s)$, with overlap $c$. The operators are
$$F_1=\begin{pmatrix}e_1&0\\0&e_2\end{pmatrix},\qquad F_2=F_1-\Delta c\,R,\qquad R=\begin{pmatrix}c&s\\s&-c\end{pmatrix}.$$
The matrix $R$ is a reflection that exchanges $u$ and $w$. Clearly $F_1u=e_1u$, and
$$F_2w=(e_1c,\,e_2s)-\Delta c\,(1,0)=(e_2c,\,e_2s)=e_2w .$$
A reflection preserves lengths, so $\|F_1-F_2\|=|\Delta c|$. The bound is then $|a|\,|\Delta c|/|\Delta|=|a|\,|c|$, which is exactly the change of the dipole. No smaller constant in front of the ratio would work for all operators that satisfy the hypotheses.

In Lean, the `let` lines name the operators and vectors. The claim then lists the eigenvalue equations, the normalisations, the overlap and the equality; the symmetry of both operators comes from `planeOp_symmetric`. The equality is proved as two inequalities by `le_antisymm`. One is the main theorem applied to this example. The other needs only `hD`, which states $\|F_1-F_2\|\le|\Delta c|$. It follows from
$$\|(F_1-F_2)x\|^2=(\Delta c)^2(c^2+s^2)(x_0^2+x_1^2)=(\Delta c)^2\|x\|^2 ,$$
an identity that `linear_combination` verifies using $c^2+s^2=1$.

```lean
#print axioms SCFTransitionDipole.transitionDipole_shift
-- 'SCFTransitionDipole.transitionDipole_shift' depends on axioms: [propext, Classical.choice, Quot.sound]
#print axioms SCFTransitionDipole.origin_dependence
-- 'SCFTransitionDipole.origin_dependence' depends on axioms: [propext, Classical.choice, Quot.sound]
#print axioms SCFTransitionDipole.centredDipole_shift
-- 'SCFTransitionDipole.centredDipole_shift' depends on axioms: [propext, Classical.choice, Quot.sound]
#print axioms SCFTransitionDipole.centring_correction_le
-- 'SCFTransitionDipole.centring_correction_le' depends on axioms: [propext, Classical.choice, Quot.sound]
```
